# The Heisenberg triangle $\sigma_1\cdot\sigma_2+\sigma_2\cdot\sigma_3+\sigma_3\cdot\sigma_1$ has a fourfold ground level at $-3$

Three spins one-half have eight basis states, which could be numbered from 1 to 8 or labelled by triples $(i,j,k)$ of two-valued indices. The file uses triples. A state is then a wavefunction $\psi(i,j,k)$, and exchanging two spins means exchanging two arguments.

```lean
import Mathlib

open Matrix
open scoped Kronecker

namespace FrustratedTriangle

noncomputable section
```

These lines load the mathematical library Mathlib and switch on its matrix notation, including `⊗ₖ` for the Kronecker product.

## States, Pauli matrices and the Hamiltonian

```lean
/-- Basis labels of three spins one-half. -/
abbrev Spins := Fin 2 × Fin 2 × Fin 2
```

`Fin 2` is the set $\{0,1\}$, so `Spins` is the set of triples $(i,j,k)$. Label 0 is spin up along $z$ and label 1 is spin down.

```lean
/-- Operators on three spins one-half: 8 × 8 complex matrices. -/
abbrev Op := Matrix Spins Spins ℂ
```

An operator is a complex matrix whose rows and columns are labelled by such triples.

```lean
/-- The Pauli matrix `σx`. -/
def pauliX : Matrix (Fin 2) (Fin 2) ℂ := !![0, 1; 1, 0]
```

This is $\sigma^x$, written row by row.

```lean
/-- The Pauli matrix `σy`. -/
def pauliY : Matrix (Fin 2) (Fin 2) ℂ := !![0, -Complex.I; Complex.I, 0]
```

This is $\sigma^y$, with $-i$ in the upper right corner.

```lean
/-- The Pauli matrix `σz`. -/
def pauliZ : Matrix (Fin 2) (Fin 2) ℂ := !![1, 0; 0, -1]
```

This is $\sigma^z$, with eigenvalue $+1$ on label 0.

```lean
/-- A one-spin operator acting on the first spin. -/
def site1 (A : Matrix (Fin 2) (Fin 2) ℂ) : Op :=
  A ⊗ₖ ((1 : Matrix (Fin 2) (Fin 2) ℂ) ⊗ₖ (1 : Matrix (Fin 2) (Fin 2) ℂ))
```

A one-spin matrix $A$ becomes $A\otimes 1\otimes 1$.

```lean
/-- A one-spin operator acting on the second spin. -/
def site2 (A : Matrix (Fin 2) (Fin 2) ℂ) : Op :=
  (1 : Matrix (Fin 2) (Fin 2) ℂ) ⊗ₖ (A ⊗ₖ (1 : Matrix (Fin 2) (Fin 2) ℂ))
```

On the second spin it becomes $1\otimes A\otimes 1$.

```lean
/-- A one-spin operator acting on the third spin. -/
def site3 (A : Matrix (Fin 2) (Fin 2) ℂ) : Op :=
  (1 : Matrix (Fin 2) (Fin 2) ℂ) ⊗ₖ ((1 : Matrix (Fin 2) (Fin 2) ℂ) ⊗ₖ A)
```

On the third spin it becomes $1\otimes 1\otimes A$.

```lean
/-- The Heisenberg coupling `σ_a · σ_b` of the spins at sites `S` and `T`. -/
def bond (S T : Matrix (Fin 2) (Fin 2) ℂ → Op) : Op :=
  S pauliX * T pauliX + S pauliY * T pauliY + S pauliZ * T pauliZ
```

The arguments `S` and `T` are two of the three site maps above, and the result is $\sigma_a\cdot\sigma_b=\sigma_a^x\sigma_b^x+\sigma_a^y\sigma_b^y+\sigma_a^z\sigma_b^z$.

```lean
/-- The triangle Hamiltonian `H = σ₁·σ₂ + σ₂·σ₃ + σ₃·σ₁`. -/
def triangle : Op := bond site1 site2 + bond site2 site3 + bond site3 site1
```

This is $H$, with three equal couplings and no field. The positive sign makes it antiferromagnetic. With $\mathbf S=\sigma/2$ and $\hbar=1$, the usual $J\sum \mathbf S_a\cdot\mathbf S_b$ over the three bonds is $(J/4)H$.

```lean
/-- The operator `(3 I - H) / 6`. -/
def groundProjector : Op := (1 / 6 : ℂ) • ((3 : ℂ) • (1 : Op) - triangle)
```

This is $P=(3I-H)/6$. The symbol `•` multiplies a matrix by a number. The name `groundProjector` is only a name here; the projector property is proved below.

## Each coupling is twice a swap minus the identity

```lean
/-- A one-spin operator changes only the index of its own spin in the wavefunction. -/
theorem site_mulVec :
    (∀ A (ψ : Spins → ℂ) i j k,
      (site1 A *ᵥ ψ) (i, j, k) = A i 0 * ψ (0, j, k) + A i 1 * ψ (1, j, k)) ∧
    (∀ A (ψ : Spins → ℂ) i j k,
      (site2 A *ᵥ ψ) (i, j, k) = A j 0 * ψ (i, 0, k) + A j 1 * ψ (i, 1, k)) ∧
    (∀ A (ψ : Spins → ℂ) i j k,
      (site3 A *ᵥ ψ) (i, j, k) = A k 0 * ψ (i, j, 0) + A k 1 * ψ (i, j, 1)) := by
  have c : ∀ i : Fin 2, i = 0 ∨ i = 1 := by decide
  refine ⟨?_, ?_, ?_⟩ <;> intro A ψ i j k <;>
    rcases c i with rfl | rfl <;> rcases c j with rfl | rfl <;>
    rcases c k with rfl | rfl <;>
    simp [site1, site2, site3, Matrix.mulVec, dotProduct, Fintype.sum_prod_type,
      Fin.sum_univ_two, Matrix.kroneckerMap_apply, Matrix.one_apply]
```

The symbol `*ᵥ` applies a matrix to a vector, `∀` means "for all" and `∧` means "and". For the first spin the statement reads
$$(A_1\psi)(i,j,k)=A_{i0}\,\psi(0,j,k)+A_{i1}\,\psi(1,j,k),$$
because the identity factors leave $j$ and $k$ alone. The other two parts are analogous. The proof, which starts after `by`, splits each label into its two values and lets `simp` evaluate the sums.

```lean
/-- Each coupling `σ_a · σ_b` acts as twice the swap of the two spins minus the identity. -/
theorem bond_mulVec :
    (∀ (ψ : Spins → ℂ) i j k,
      (bond site1 site2 *ᵥ ψ) (i, j, k) = 2 * ψ (j, i, k) - ψ (i, j, k)) ∧
    (∀ (ψ : Spins → ℂ) i j k,
      (bond site2 site3 *ᵥ ψ) (i, j, k) = 2 * ψ (i, k, j) - ψ (i, j, k)) ∧
    (∀ (ψ : Spins → ℂ) i j k,
      (bond site3 site1 *ᵥ ψ) (i, j, k) = 2 * ψ (k, j, i) - ψ (i, j, k)) := by
  have c : ∀ i : Fin 2, i = 0 ∨ i = 1 := by decide
  obtain ⟨s1, s2, s3⟩ := site_mulVec
  refine ⟨?_, ?_, ?_⟩ <;> intro ψ i j k <;>
    simp only [bond, Matrix.add_mulVec, ← Matrix.mulVec_mulVec, Pi.add_apply, s1, s2, s3] <;>
    rcases c i with rfl | rfl <;> rcases c j with rfl | rfl <;>
    rcases c k with rfl | rfl <;>
    simp [pauliX, pauliY, pauliZ, ← mul_assoc] <;> ring
```

The first part says $(\sigma_1\cdot\sigma_2\,\psi)(i,j,k)=2\psi(j,i,k)-\psi(i,j,k)$. By hand there are two cases.

- If $i=j$, the $x$ and $y$ terms both flip the two spins, with factors $1$ and $(\pm i)^2=-1$ (here $i$ is the imaginary unit), and cancel. The $z$ term gives $+\psi(i,j,k)$, which is $2\psi-\psi$.
- If $i\neq j$, flipping both spins exchanges their labels. The $x$ and $y$ factors are both $1$, giving $2\psi(j,i,k)$, and the $z$ term gives $-\psi(i,j,k)$.

Lean applies the site formulas, runs through the label values and finishes with `ring`, which settles polynomial identities.

```lean
/-- The triangle Hamiltonian acts as twice the sum of the three swaps minus three. -/
theorem triangle_mulVec (ψ : Spins → ℂ) (i j k : Fin 2) :
    (triangle *ᵥ ψ) (i, j, k) =
      2 * (ψ (j, i, k) + ψ (i, k, j) + ψ (k, j, i)) - 3 * ψ (i, j, k) := by
  obtain ⟨b1, b2, b3⟩ := bond_mulVec
  simp only [triangle, Matrix.add_mulVec, Pi.add_apply, b1, b2, b3]
  ring
```

Adding the three bonds gives
$$(H\psi)(i,j,k)=2\big[\psi(j,i,k)+\psi(i,k,j)+\psi(k,j,i)\big]-3\psi(i,j,k).$$

As a numerical instance, put spins 1 and 2 in a singlet with spin 3 up: $\psi(0,1,0)=1/\sqrt2$, $\psi(1,0,0)=-1/\sqrt2$, and zero elsewhere. At $(0,1,0)$ the bracket is $-1/\sqrt2+0+1/\sqrt2=0$. At $(1,0,0)$ and $(0,0,1)$ it contains the same three numbers in another order, and at the remaining triples every term is zero. Only the last term of the formula survives, so $H\psi=-3\psi$.

## Hermiticity, square and trace

```lean
/-- The triangle Hamiltonian is Hermitian. -/
theorem triangle_isHermitian : triangle.IsHermitian := by
  have c : ∀ i : Fin 2, i = 0 ∨ i = 1 := by decide
  -- matrix elements are read off from the action on basis states
  have e : ∀ x y, triangle x y = (triangle *ᵥ Pi.single y 1) x := by
    intro x y
    simp
  ext ⟨i, j, k⟩ ⟨l, m, n⟩
  simp only [Matrix.conjTranspose_apply, e, triangle_mulVec]
  rcases c i with rfl | rfl <;> rcases c j with rfl | rfl <;>
    rcases c k with rfl | rfl <;> rcases c l with rfl | rfl <;>
    rcases c m with rfl | rfl <;> rcases c n with rfl | rfl <;>
    norm_num [Pi.single_apply]
```

Each swap is a real symmetric permutation matrix, so $H$ is Hermitian. Lean obtains each matrix element by applying $H$ to a basis state, written `Pi.single y 1`, and compares the entries of $H^\dagger$ and $H$ case by case.

```lean
/-- The square of the triangle Hamiltonian is nine times the identity. -/
theorem triangle_sq : triangle ^ 2 = (9 : ℂ) • (1 : Op) := by
  have c : ∀ i : Fin 2, i = 0 ∨ i = 1 := by decide
  -- compare the two operators on an arbitrary wavefunction
  apply Matrix.toLin'.injective
  refine LinearMap.ext fun ψ => ?_
  funext ⟨i, j, k⟩
  simp only [Matrix.toLin'_apply, pow_two, ← Matrix.mulVec_mulVec, triangle_mulVec,
    Matrix.smul_mulVec, Matrix.one_mulVec, Pi.smul_apply, smul_eq_mul]
  -- two of the three spin labels always coincide
  rcases c i with rfl | rfl <;> rcases c j with rfl | rfl <;>
    rcases c k with rfl | rfl <;> ring
```

Let $S$ be the sum of the three swaps, so that $H=2S-3$ and $H^2=4S^2-12S+9$. It remains to show $S^2=3S$. Each swap squares to the identity, and the six products of two different swaps are cyclic permutations, three of each kind. Hence $S^2=3(1+C+C^{-1})$, where $C$ is a cyclic permutation of the labels.

Two of three two-valued labels always coincide. For labels $(i,i,k)$, both $S\psi$ and $(1+C+C^{-1})\psi$ equal $\psi(i,i,k)+\psi(i,k,i)+\psi(k,i,i)$, and the other placements work the same way. So $1+C+C^{-1}=S$, and $H^2=9I$.

Lean compares the action of both sides on an arbitrary $\psi$, which determines the matrices. It inserts the swap formula twice and checks the eight label triples with `ring`.

```lean
/-- The triangle Hamiltonian is traceless. -/
theorem triangle_trace : triangle.trace = 0 := by
  have e : ∀ x, triangle x x = (triangle *ᵥ Pi.single x 1) x := by
    intro x
    simp
  simp only [Matrix.trace, Matrix.diag_apply, Fintype.sum_prod_type, Fin.sum_univ_two, e,
    triangle_mulVec]
  norm_num [Pi.single_apply]
```

A diagonal element of $H$ is twice the number of coinciding label pairs, minus 3. It is $3$ for the two triples with all labels equal and $-1$ for the other six, so the trace is $2\cdot3-6=0$. Lean sums the same eight numbers.

## The projector and the two levels

```lean
/-- The operator `(3 I - H) / 6` is a projection onto the eigenspace of `H` at `-3`. -/
theorem groundProjector_isProj :
    LinearMap.IsProj (Module.End.eigenspace (Matrix.toLin' triangle) (-3))
      (Matrix.toLin' groundProjector) := by
  have hH : triangle * triangle = (9 : ℂ) • (1 : Op) := by
    rw [← pow_two]; exact triangle_sq
  have hHP : triangle * groundProjector = (-3 : ℂ) • groundProjector := by
    simp only [groundProjector, mul_smul_comm, mul_sub, mul_one, hH]
    module
  constructor
  · intro x
    rw [Module.End.mem_eigenspace_iff]
    simp only [Matrix.toLin'_apply]
    rw [Matrix.mulVec_mulVec, hHP, Matrix.smul_mulVec]
  · intro x hx
    rw [Module.End.mem_eigenspace_iff, Matrix.toLin'_apply] at hx
    simp only [Matrix.toLin'_apply, groundProjector, Matrix.smul_mulVec, Matrix.sub_mulVec,
      Matrix.one_mulVec, hx]
    module
```

`Matrix.toLin'` turns a matrix into a linear map, and `LinearMap.IsProj` says two things: the map sends every vector into the given subspace, and it leaves vectors of that subspace unchanged. The subspace here is the eigenspace of $H$ at $-3$.

For the first property, $HP=(3H-9I)/6=-3P$, so $H(P\psi)=-3P\psi$. For the second, if $H\psi=-3\psi$ then $P\psi=(3\psi+3\psi)/6=\psi$. These are `hHP` and the last bullet of the proof; `module` does the linear arithmetic.

```lean
/-- Every eigenvalue of the triangle Hamiltonian is `3` or `-3`. -/
theorem energy_levels (E : ℂ) (ψ : Spins → ℂ) (hψ : ψ ≠ 0)
    (h : triangle *ᵥ ψ = E • ψ) : E = 3 ∨ E = -3 := by
  have h2 : triangle *ᵥ (triangle *ᵥ ψ) = (9 : ℂ) • ψ := by
    rw [Matrix.mulVec_mulVec, ← pow_two, triangle_sq, Matrix.smul_mulVec, Matrix.one_mulVec]
  rw [h, Matrix.mulVec_smul, h, smul_smul] at h2
  have h3 : (E * E - 9) • ψ = 0 := by rw [sub_smul, h2, sub_self]
  have h4 : E * E - 9 = 0 := (smul_eq_zero.mp h3).resolve_right hψ
  have h5 : (E - 3) * (E + 3) = 0 := by linear_combination h4
  rcases mul_eq_zero.mp h5 with h6 | h6
  · left; linear_combination h6
  · right; linear_combination h6
```

The hypotheses are $\psi\neq0$ and $H\psi=E\psi$. Applying $H$ again gives $E^2\psi=9\psi$, hence $(E-3)(E+3)=0$. The number $E$ is allowed to be complex, and the conclusion makes it real.

```lean
/-- For `H = σ₁·σ₂ + σ₂·σ₃ + σ₃·σ₁` one has `H² = 9 I` and `tr H = 0`; `(3 I - H) / 6` is a
Hermitian projector of trace 4 onto the level `-3`, which is fourfold degenerate, and every
eigenvalue is `3` or `-3`. -/
theorem frustrated_triangle :
    triangle ^ 2 = (9 : ℂ) • (1 : Op) ∧ triangle.trace = 0 ∧
    groundProjector.IsHermitian ∧ groundProjector * groundProjector = groundProjector ∧
    groundProjector.trace = 4 ∧
    LinearMap.range (Matrix.toLin' groundProjector) =
      Module.End.eigenspace (Matrix.toLin' triangle) (-3) ∧
    Module.finrank ℂ (Module.End.eigenspace (Matrix.toLin' triangle) (-3)) = 4 ∧
    ∀ (E : ℂ) (ψ : Spins → ℂ), ψ ≠ 0 → triangle *ᵥ ψ = E • ψ → E = 3 ∨ E = -3 := by
  have hH : triangle * triangle = (9 : ℂ) • (1 : Op) := by
    rw [← pow_two]; exact triangle_sq
  have ht : groundProjector.trace = 4 := by
    norm_num [groundProjector, Matrix.trace_sub, Matrix.trace_smul, Matrix.trace_one,
      triangle_trace]
  refine ⟨triangle_sq, triangle_trace, ?_, ?_, ht, ?_, ?_, energy_levels⟩
  · unfold Matrix.IsHermitian
    simp [groundProjector, Matrix.conjTranspose_smul, Matrix.conjTranspose_sub,
      triangle_isHermitian.eq]
  · simp only [groundProjector, smul_mul_assoc, mul_smul_comm, sub_mul, mul_sub, one_mul,
      mul_one, hH]
    module
  · apply le_antisymm
    · rintro _ ⟨x, rfl⟩
      exact groundProjector_isProj.map_mem x
    · intro x hx
      exact ⟨x, groundProjector_isProj.map_id x hx⟩
  · -- the trace of a projection is the dimension of its range
    have h := groundProjector_isProj.trace
    rw [LinearMap.trace_eq_matrix_trace ℂ (Pi.basisFun ℂ Spins),
      LinearMap.toMatrix_eq_toMatrix', LinearMap.toMatrix'_toLin', ht] at h
    exact_mod_cast h.symm
```

The main theorem collects the square, the trace and the possible eigenvalues of $H$, and adds the following facts about $P$ and the eigenspace at $-3$.

- $P$ is Hermitian, because $H$ is.
- $P^2=(9I-6H+H^2)/36=(18I-6H)/36=P$.
- $\operatorname{tr}P=(3\cdot8-0)/6=4$.
- The range of $P$ is the eigenspace at $-3$. Its dimension, `Module.finrank`, is therefore 4, since the trace of a projection is the dimension of its range.

The level $-3$ thus occurs, with degeneracy four, and no eigenvalue lies below it, which makes it the ground level. In the units of $J\sum\mathbf S_a\cdot\mathbf S_b$ with $J>0$ it lies at $-3J/4$. For this isolated triangle with equal isotropic couplings, the energy and degeneracy give a check on an exact-diagonalisation program. Unequal couplings, anisotropy, magnetic fields and larger lattices are not treated.

## Two bonds cannot both be singlets

```lean
/-- Only the zero vector satisfies the eigenvalue equations of both `σ₁·σ₂` and `σ₂·σ₃` with the
value `-3`. -/
theorem no_two_singlet_bonds (ψ : Spins → ℂ)
    (h12 : bond site1 site2 *ᵥ ψ = (-3 : ℂ) • ψ)
    (h23 : bond site2 site3 *ᵥ ψ = (-3 : ℂ) • ψ) : ψ = 0 := by
  have c : ∀ i : Fin 2, i = 0 ∨ i = 1 := by decide
  obtain ⟨b1, b2, -⟩ := bond_mulVec
  -- the wavefunction is antisymmetric under both swaps
  have a1 : ∀ i j k, ψ (j, i, k) = -ψ (i, j, k) := by
    intro i j k
    have h := congrFun h12 (i, j, k)
    rw [b1, Pi.smul_apply, smul_eq_mul] at h
    linear_combination h / 2
  have a2 : ∀ i j k, ψ (i, k, j) = -ψ (i, j, k) := by
    intro i j k
    have h := congrFun h23 (i, j, k)
    rw [b2, Pi.smul_apply, smul_eq_mul] at h
    linear_combination h / 2
  -- hence it vanishes whenever two labels coincide
  have z1 : ∀ i k, ψ (i, i, k) = 0 := fun i k => by linear_combination (a1 i i k) / 2
  have z2 : ∀ i k, ψ (i, k, k) = 0 := fun i k => by linear_combination (a2 i k k) / 2
  have z3 : ∀ i k, ψ (i, k, i) = 0 := fun i k => by rw [a2 i i k, z1, neg_zero]
  funext ⟨i, j, k⟩
  rcases c i with rfl | rfl <;> rcases c j with rfl | rfl <;>
    rcases c k with rfl | rfl <;> simp [z1, z2, z3]

end

end FrustratedTriangle
```

A single bond has its lowest value, $-3$, in the singlet. The hypotheses `h12` and `h23` say that $\psi$ satisfies the eigenvalue equation with this value for bonds 12 and 23 at once, and the conclusion is $\psi=0$.

By hand, $2\psi(j,i,k)-\psi(i,j,k)=-3\psi(i,j,k)$ gives $\psi(j,i,k)=-\psi(i,j,k)$, and the second bond likewise gives $\psi(i,k,j)=-\psi(i,j,k)$. These are `a1` and `a2`. The wavefunction therefore vanishes whenever two neighbouring labels coincide (`z1`, `z2`), and one more swap covers the first and third labels (`z3`). Some pair always coincides, so nothing is left.

The singlet state from the numerical instance shows the compromise: its bond 12 has the value $-3$, while bonds 23 and 31 each have expectation value $0$, for a total of $-3$ instead of the $-9$ that three satisfied bonds would give.

The theorem uses only two bonds, so the same conflict is present in an open chain of three spins. It concerns singlets that share a spin, which differs from the classical frustration of three arrows that cannot all be pairwise antiparallel around a closed loop.

```lean
#print axioms FrustratedTriangle.frustrated_triangle
#print axioms FrustratedTriangle.no_two_singlet_bonds
```

```
'FrustratedTriangle.frustrated_triangle' depends on axioms: [propext, Classical.choice, Quot.sound]
'FrustratedTriangle.no_two_singlet_bonds' depends on axioms: [propext, Classical.choice, Quot.sound]
```
